# The commutator of \(T\) with \(r_{12}/2\) cancels the \(1/r_{12}\) term in \((T+1/r_{12})f\)

Take two electrons at \(\mathbf r_1\neq\mathbf r_2\), at distance \(r_{12}=|\mathbf r_1-\mathbf r_2|\), and the constant function \(f=1\). In atomic units the kinetic energy operator is \(T=-\tfrac12(\Delta_1+\Delta_2)\), and the repulsion acting on \(f\) gives \(1/r_{12}\). Since \(\Delta_1 r_{12}=\Delta_2 r_{12}=2/r_{12}\),

\[
T\,\frac{r_{12}}{2}=-\frac12\cdot\frac12\left(\frac{2}{r_{12}}+\frac{2}{r_{12}}\right)=-\frac1{r_{12}} .
\]

Applied to the factor \(r_{12}/2\), the operator \(T\) gives the negative of the repulsion. For a general \(f\) the same cancellation takes place, and a first-derivative term remains.

## The commutator by hand

Let \(f\) be real-valued and twice continuously differentiable at a configuration with \(\mathbf r_1\neq\mathbf r_2\), and write \(\mathbf n=(\mathbf r_1-\mathbf r_2)/r_{12}\). The claim is

\[
T\!\left(\frac{r_{12}}2 f\right)-\frac{r_{12}}2\,Tf=-\frac{f}{r_{12}}-\frac12\,\mathbf n\cdot(\nabla_1-\nabla_2)f .
\]

For a twice continuously differentiable multiplier \(g\), the product rule along any Cartesian coordinate gives

\[
\partial^2(gf)=g\,\partial^2 f+2\,\partial g\,\partial f+(\partial^2 g)f .
\]

Summing over the six coordinates and multiplying by \(-\tfrac12\) gives

\[
T(gf)-g\,Tf=(Tg)f-\nabla_1 g\cdot\nabla_1 f-\nabla_2 g\cdot\nabla_2 f. \tag{1}
\]

For \(g=r_{12}\) we need the gradients and \(Tr_{12}\). Differentiating \(r_{12}^2=|\mathbf r_1-\mathbf r_2|^2\) gives \(2r_{12}\nabla_1 r_{12}=2(\mathbf r_1-\mathbf r_2)\), so \(\nabla_1r_{12}=\mathbf n\), and likewise \(\nabla_2r_{12}=-\mathbf n\). Each of the six second derivatives of \(r_{12}^2\) equals 2, so \(T r_{12}^2=-6\). Equation (1) with \(g=f=r_{12}\) now reads

\[
-6-r_{12}\,Tr_{12}=r_{12}\,Tr_{12}-2,\qquad\text{so}\qquad Tr_{12}=-\frac{2}{r_{12}} .
\]

Putting this into (1) with \(g=r_{12}\) and a general \(f\),

\[
T(r_{12}f)-r_{12}\,Tf=-\frac{2f}{r_{12}}-\mathbf n\cdot(\nabla_1-\nabla_2)f ,
\]

and half of this is the claim. Adding \((T+1/r_{12})f\) leaves

\[
Tf-\frac12\,\mathbf n\cdot(\nabla_1-\nabla_2)f .
\]

The remaining \(r_{12}\) in a denominator belongs to the unit vector \(\mathbf n\), so it causes no divergence. If \(f\) is twice continuously differentiable at the coalescence point too, \(Tf\) and the gradients are continuous there and the expression stays bounded nearby, although its limit may depend on the direction of approach.

In R12 methods, pair functions contain \(r_{12}\) times orbital products. Where that term has coefficient \(\tfrac12\) relative to the orbital product itself, this identity replaces the singular term by a relative gradient; the model here has only the kinetic energy and mutual repulsion of two electrons, without spin or projection onto an orbital basis.

## Other correlation factors

The same argument applies to a factor \(F(r_{12})\) with \(F\) twice continuously differentiable for positive distances:

\[
T(Ff)-F\,Tf=-\left(F''+\frac{2F'}{r_{12}}\right)f-F'\,\mathbf n\cdot(\nabla_1-\nabla_2)f .
\]

For \(F=(1-e^{-\gamma r_{12}})/(2\gamma)\) with \(\gamma>0\), adding \(f/r_{12}\) gives \(f\) the coefficient \((1-e^{-\gamma r_{12}})/r_{12}+\tfrac{\gamma}{2}e^{-\gamma r_{12}}\), which is bounded. This generalisation and the continuity argument above rest on the reasoning given here; the Lean development treats the linear factor, point by point.

## Configurations and operators in Lean

```lean
import Mathlib

open Topology

namespace R12Commutator

noncomputable section
```

Each electron has a position in Euclidean three-space, with axes numbered 0, 1, 2.

```lean
/-- Position space of one electron. -/
abbrev Space := EuclideanSpace ℝ (Fin 3)
```

A configuration `p` is a pair, with `p.1` for \(\mathbf r_1\) and `p.2` for \(\mathbf r_2\).

```lean
/-- Positions `(r₁, r₂)` of two electrons. -/
abbrev Config := Space × Space
```

The six Cartesian directions are unit displacements of one electron with the other held fixed.

```lean
/-- Unit displacement of electron 1 along the Cartesian axis `i`. -/
def e₁ (i : Fin 3) : Config := (EuclideanSpace.single i 1, 0)

/-- Unit displacement of electron 2 along the Cartesian axis `i`. -/
def e₂ (i : Fin 3) : Config := (0, EuclideanSpace.single i 1)
```

A partial derivative is the Fréchet derivative applied to such a displacement.

```lean
/-- Derivative of `f` along the displacement `v` of the two electrons. -/
def D (v : Config) (f : Config → ℝ) : Config → ℝ := fun p => fderiv ℝ f p v
```

Applying `D` twice gives the second derivatives in \(T\).

```lean
/-- Kinetic energy operator `T = -(Δ₁ + Δ₂)/2` in Cartesian coordinates. -/
def T (f : Config → ℝ) : Config → ℝ := fun p =>
  -(1 / 2) * ∑ i, (D (e₁ i) (D (e₁ i) f) p + D (e₂ i) (D (e₂ i) f) p)

/-- Interelectronic distance. -/
def r12 (p : Config) : ℝ := ‖p.1 - p.2‖
```

The relative gradient \(\mathbf n\cdot(\nabla_1-\nabla_2)f\) is written as a sum over the three axes.

```lean
/-- The term `((r₁ - r₂)/r₁₂) · (∇₁ - ∇₂) f`, meant for `r₁ ≠ r₂`. -/
def relGrad (f : Config → ℝ) (p : Config) : ℝ :=
  ∑ i, (p.1 i - p.2 i) / r12 p * (D (e₁ i) f p - D (e₂ i) f p)
```

## The product rule, once and twice

The hypothesis `ContDiffAt ℝ 2 f p` concerns only the neighbourhood of `p`, so \(f\) may be irregular elsewhere, for instance at a nucleus. It makes first derivatives differentiable at `p`.

```lean
variable {f g : Config → ℝ} {p : Config}

/-- Directional derivatives of a twice continuously differentiable function are
differentiable. -/
theorem differentiableAt_D (hf : ContDiffAt ℝ 2 f p) (v : Config) :
    DifferentiableAt ℝ (D v f) p := by
  have h : ContDiffAt ℝ 1 (D v f) p :=
    (hf.fderiv_right one_add_one_eq_two.le).clm_apply contDiffAt_const
  exact h.differentiableAt (by norm_num)

/-- Product rule for the directional derivative of differentiable functions. -/
theorem D_mul (v : Config) (hg : DifferentiableAt ℝ g p) (hf : DifferentiableAt ℝ f p) :
    D v (fun q => g q * f q) p = g p * D v f p + D v g p * f p := by
  have h : HasFDerivAt (fun q => g q * f q)
      (g p • fderiv ℝ f p + f p • fderiv ℝ g p) p := hg.hasFDerivAt.mul hf.hasFDerivAt
  change fderiv ℝ (fun q => g q * f q) p v = _
  rw [h.fderiv]
  change g p * fderiv ℝ f p v + f p * fderiv ℝ g p v
    = g p * fderiv ℝ f p v + fderiv ℝ g p v * f p
  ring
```

The next theorem is equation (1). Its inner statement `key` is the second-derivative product rule. To differentiate a second time, the first product rule must hold throughout a neighbourhood of `p`, which is what the step with `filter_upwards` supplies.

```lean
/-- For `f` and `g` twice continuously differentiable at a point,
`[T, g] f = (T g) f - ∇g · ∇f` there. -/
theorem kinetic_commutator (hg : ContDiffAt ℝ 2 g p) (hf : ContDiffAt ℝ 2 f p) :
    T (fun q => g q * f q) p - g p * T f p = T g p * f p
      - ∑ i, (D (e₁ i) g p * D (e₁ i) f p + D (e₂ i) g p * D (e₂ i) f p) := by
  -- second derivative of a product along a fixed direction
  have key : ∀ v, D v (D v (fun q => g q * f q)) p
      = g p * D v (D v f) p + 2 * (D v g p * D v f p) + D v (D v g) p * f p := by
    intro v
    have h : D v (fun q => g q * f q) =ᶠ[𝓝 p] fun q => g q * D v f q + D v g q * f q := by
      filter_upwards [hg.eventually (by simp), hf.eventually (by simp)] with q h1 h2
      exact D_mul v (h1.differentiableAt (by norm_num)) (h2.differentiableAt (by norm_num))
    have dg : DifferentiableAt ℝ g p := hg.differentiableAt (by norm_num)
    have df : DifferentiableAt ℝ f p := hf.differentiableAt (by norm_num)
    have ha : DifferentiableAt ℝ (fun q => g q * D v f q) p := dg.mul (differentiableAt_D hf v)
    have hb : DifferentiableAt ℝ (fun q => D v g q * f q) p := (differentiableAt_D hg v).mul df
    have hs : HasFDerivAt (fun q => g q * D v f q + D v g q * f q)
        (fderiv ℝ (fun q => g q * D v f q) p + fderiv ℝ (fun q => D v g q * f q) p) p :=
      ha.hasFDerivAt.add hb.hasFDerivAt
    have e : D v (D v (fun q => g q * f q)) p
        = D v (fun q => g q * D v f q) p + D v (fun q => D v g q * f q) p :=
      congrArg (fun L : Config →L[ℝ] ℝ => L v) (h.fderiv_eq.trans hs.fderiv)
    rw [e, D_mul v dg (differentiableAt_D hf v), D_mul v (differentiableAt_D hg v) df]
    ring
  simp only [T, key, Fin.sum_univ_three]
  ring
```

## Derivatives of the distance

Working with \(r_{12}^2\) avoids differentiating a square root. The formula below holds at every configuration, including coalescence, and its right-hand side is linear in the configuration, so the second derivative is immediate.

```lean
/-- The derivative of `r₁₂²` along `v` is twice the inner product of `r₁ - r₂` with the relative
displacement `v₁ - v₂`. -/
theorem D_r12_sq (v : Config) : D v (fun q => r12 q * r12 q)
    = fun q => 2 * inner ℝ (v.1 - v.2) (q.1 - q.2) := by
  have h3 : (fun q => r12 q * r12 q) = fun q : Config => inner ℝ (q.1 - q.2) (q.1 - q.2) :=
    funext fun q => (real_inner_self_eq_norm_mul_norm _).symm
  rw [h3]
  funext q
  have hd : HasFDerivAt (fun q : Config => q.1 - q.2)
      (ContinuousLinearMap.fst ℝ Space Space - ContinuousLinearMap.snd ℝ Space Space) q :=
    hasFDerivAt_fst.sub hasFDerivAt_snd
  have h2 := fderiv_inner_apply ℝ hd.differentiableAt hd.differentiableAt v
  rw [hd.fderiv] at h2
  have h4 : D v (fun q : Config => inner ℝ (q.1 - q.2) (q.1 - q.2)) q
      = inner ℝ (q.1 - q.2) (v.1 - v.2) + inner ℝ (v.1 - v.2) (q.1 - q.2) := h2
  rw [h4, real_inner_comm (v.1 - v.2) (q.1 - q.2)]
  ring
```

The main theorem follows the calculation by hand. `hd` gives the derivative of \(r_{12}\) along any displacement, `d1` and `d2` specialise it to the components of \(\mathbf n\) and \(-\mathbf n\), and `hu` says that \(\mathbf n\) has length one. Then `h6` is \(Tr_{12}^2=-6\), and `hT` is \(Tr_{12}=-2/r_{12}\), obtained from equation (1) with both functions equal to \(r_{12}\). The last lines take the factor \(\tfrac12\) through \(T\) and combine the results.

```lean
/-- For `f` twice continuously differentiable at a point with `r₁ ≠ r₂`,
`T(r₁₂ f/2) - (r₁₂/2) T f = -f/r₁₂ - (1/2) ((r₁ - r₂)/r₁₂) · (∇₁ - ∇₂) f`. -/
theorem r12_commutator (hf : ContDiffAt ℝ 2 f p) (hp : p.1 ≠ p.2) :
    T (fun q => r12 q / 2 * f q) p - r12 p / 2 * T f p
      = -f p / r12 p - 1 / 2 * relGrad f p := by
  have hr : ContDiffAt ℝ 2 r12 p :=
    (contDiffAt_fst.sub contDiffAt_snd).norm ℝ (sub_ne_zero.2 hp)
  have hr0 : r12 p ≠ 0 := norm_ne_zero_iff.2 (sub_ne_zero.2 hp)
  have dr : DifferentiableAt ℝ r12 p := hr.differentiableAt (by norm_num)
  -- the gradient of `r₁₂` is a unit vector for each electron
  have hd : ∀ v, r12 p * D v r12 p = inner ℝ (v.1 - v.2) (p.1 - p.2) := fun v => by
    have h1 := D_mul v dr dr
    have h2 : D v (fun q => r12 q * r12 q) p = 2 * inner ℝ (v.1 - v.2) (p.1 - p.2) :=
      congrFun (D_r12_sq v) p
    linear_combination (1 / 2) * (h2 - h1)
  have d1 : ∀ i, D (e₁ i) r12 p = (p.1 i - p.2 i) / r12 p := fun i => by
    rw [eq_div_iff hr0, mul_comm, hd]
    simp [e₁, EuclideanSpace.inner_single_left]
  have d2 : ∀ i, D (e₂ i) r12 p = (p.2 i - p.1 i) / r12 p := fun i => by
    rw [eq_div_iff hr0, mul_comm, hd]
    simp [e₂, EuclideanSpace.inner_single_left]
  have hsq : r12 p ^ 2 = (p.1 0 - p.2 0) ^ 2 + (p.1 1 - p.2 1) ^ 2 + (p.1 2 - p.2 2) ^ 2 := by
    simp [r12, EuclideanSpace.norm_sq_eq, Fin.sum_univ_three]
  have hu : ((p.1 0 - p.2 0) / r12 p) ^ 2 + ((p.1 1 - p.2 1) / r12 p) ^ 2
      + ((p.1 2 - p.2 2) / r12 p) ^ 2 = 1 := by
    rw [div_pow, div_pow, div_pow, ← add_div, ← add_div, ← hsq, div_self (pow_ne_zero 2 hr0)]
  -- `T r₁₂² = -6`, and the commutator of `T` with `r₁₂` on `r₁₂` itself yields `T r₁₂`
  have hDD : ∀ v, D v (D v (fun q => r12 q * r12 q)) p = 2 * ‖v.1 - v.2‖ ^ 2 := fun v => by
    rw [D_r12_sq, ← real_inner_self_eq_norm_sq]
    exact congrArg (fun L : Config →L[ℝ] ℝ => L v)
      (ContinuousLinearMap.fderiv ((2 : ℝ) • (innerSL ℝ (v.1 - v.2)).comp
        (ContinuousLinearMap.fst ℝ Space Space - ContinuousLinearMap.snd ℝ Space Space)))
  have n1 : ∀ i, ‖(e₁ i).1 - (e₁ i).2‖ = 1 := fun i => by simp [e₁]
  have n2 : ∀ i, ‖(e₂ i).1 - (e₂ i).2‖ = 1 := fun i => by simp [e₂]
  have h6 : T (fun q => r12 q * r12 q) p = -6 := by
    simp only [T, hDD, n1, n2, Fin.sum_univ_three]
    norm_num
  have hk0 := kinetic_commutator hr hr
  have hk := kinetic_commutator hr hf
  simp only [d1, d2, Fin.sum_univ_three] at hk0 hk
  have hT : T r12 p = -2 / r12 p := by
    rw [eq_div_iff hr0]
    linear_combination -(1 / 2) * hk0 + (1 / 2) * h6 + hu
  rw [hT] at hk
  -- the constant `1/2` passes through `T`
  have hrf : ContDiffAt ℝ 2 (fun q => r12 q * f q) p := hr.mul hf
  have h0 : ∀ (v : Config) (a : ℝ), D v (fun _ => a) = fun _ => 0 := by
    intro v a
    funext q
    simp [D]
  have hT0 : ∀ a : ℝ, T (fun _ => a) p = 0 := fun a => by simp [T, h0]
  have hc := kinetic_commutator (g := fun _ => 1 / 2) contDiffAt_const hrf
  simp only [hT0, h0, zero_mul, add_zero, Finset.sum_const_zero, sub_zero] at hc
  have e : (fun q => r12 q / 2 * f q) = fun q => 1 / 2 * (r12 q * f q) := by
    funext q
    ring
  simp only [e, relGrad, Fin.sum_univ_three]
  linear_combination hc + 1 / 2 * hk
```

## What remains after the cancellation

Adding \((T+1/r_{12})f\) to the commutator is now a matter of algebra.

```lean
/-- For `f` twice continuously differentiable at a point with `r₁ ≠ r₂`, the commutator
with `r₁₂/2` removes the Coulomb term from `(T + 1/r₁₂) f` and leaves a relative gradient. -/
theorem coulomb_cancelled (hf : ContDiffAt ℝ 2 f p) (hp : p.1 ≠ p.2) :
    T f p + f p / r12 p + (T (fun q => r12 q / 2 * f q) p - r12 p / 2 * T f p)
      = T f p - 1 / 2 * relGrad f p := by
  rw [r12_commutator hf hp]
  ring
```

The last theorem bounds the relative gradient. It is the derivative of \(f\) along \((\mathbf n,-\mathbf n)\), which `hv` expands in the Cartesian displacements. Lean's norm on a pair is the larger of the two lengths, so this displacement has norm one. The corresponding norm of the derivative is \(|\nabla_1f|+|\nabla_2f|\) for differentiable \(f\), and the bound contains no inverse power of \(r_{12}\).

```lean
/-- For `r₁ ≠ r₂` the relative gradient term is at most the norm of the derivative of `f`,
however small `r₁₂` is. -/
theorem abs_relGrad_le (f : Config → ℝ) (hp : p.1 ≠ p.2) :
    |relGrad f p| ≤ ‖fderiv ℝ f p‖ := by
  have hr0 : ‖p.1 - p.2‖ ≠ 0 := norm_ne_zero_iff.2 (sub_ne_zero.2 hp)
  have hn : ‖(r12 p)⁻¹ • (p.1 - p.2)‖ = 1 := by
    rw [norm_smul, norm_inv, r12, norm_norm, inv_mul_cancel₀ hr0]
  -- the term is the derivative along `(n, -n)` with `n` a unit vector
  have hv : (((r12 p)⁻¹ • (p.1 - p.2), -((r12 p)⁻¹ • (p.1 - p.2))) : Config)
      = ∑ i, ((p.1 i - p.2 i) / r12 p) • (e₁ i - e₂ i) := by
    refine Prod.ext ?_ ?_ <;> ext j <;> fin_cases j <;>
      simp [Fin.sum_univ_three, e₁, e₂, div_eq_inv_mul]
  have hg : relGrad f p
      = fderiv ℝ f p ((r12 p)⁻¹ • (p.1 - p.2), -((r12 p)⁻¹ • (p.1 - p.2))) := by
    rw [relGrad, hv, map_sum]
    refine Finset.sum_congr rfl fun i _ => ?_
    rw [map_smul, map_sub]
    rfl
  have hb := (fderiv ℝ f p).le_opNorm
    ((r12 p)⁻¹ • (p.1 - p.2), -((r12 p)⁻¹ • (p.1 - p.2)))
  rw [← hg] at hb
  simp only [Prod.norm_def, norm_neg, max_self, hn, mul_one] at hb
  exact hb

end

end R12Commutator
```

```lean
#print axioms R12Commutator.coulomb_cancelled
-- 'R12Commutator.coulomb_cancelled' depends on axioms: [propext, Classical.choice, Quot.sound]
#print axioms R12Commutator.abs_relGrad_le
-- 'R12Commutator.abs_relGrad_le' depends on axioms: [propext, Classical.choice, Quot.sound]
```
